# Bilinear interpolation never underestimates the strength of the asymptotic vdW-DF attraction on a cell of positive wave numbers

When the mesh of local wave numbers $q$ in a vdW-DF calculation is tested for convergence and the kernel is interpolated linearly between its nodes, the long-range dispersion energy between two fragments can be read as a lower bound on its uninterpolated value. This holds when the asymptotic form of the kernel is used both at the local wave numbers and at the mesh nodes, with electron numbers and wave numbers held fixed and every wave number inside a positive mesh.

In Lean 4 with Mathlib:

```lean
import Mathlib

open Finset

namespace VdWKernelInterpolation

noncomputable section

variable {a b c d q p : ℝ}

/-- The asymptotic vdW-DF kernel `1 / (q² p² (q² + p²))`, up to a constant and the factor
`1 / R⁶`, for nonzero local wave numbers `q` and `p`. -/
def asymKernel (q p : ℝ) : ℝ := 1 / (q ^ 2 * p ^ 2 * (q ^ 2 + p ^ 2))

/-- Linear interpolation of `f` between the nodes `a ≠ b`, evaluated at `x`. -/
def chord (a b : ℝ) (f : ℝ → ℝ) (x : ℝ) : ℝ :=
  ((b - x) * f a + (x - a) * f b) / (b - a)

/-- Bilinear interpolation of `G` from the four corners of the cell `[a, b] × [c, d]`,
for `a ≠ b` and `c ≠ d`. -/
def bilinear (G : ℝ → ℝ → ℝ) (a b c d q p : ℝ) : ℝ :=
  ((b - q) * (d - p) * G a c + (b - q) * (p - c) * G a d
    + (q - a) * (d - p) * G b c + (q - a) * (p - c) * G b d) / ((b - a) * (d - c))

/-- The kernel is unchanged when its two wave numbers are exchanged. -/
theorem asymKernel_symm (q p : ℝ) : asymKernel q p = asymKernel p q := by
  unfold asymKernel
  congr 1
  ring

/-- For `0 < a < b` and positive `q`, `p`, the error of linear interpolation of the kernel in
its first argument is `(q - a) (b - q)` times a positive number. -/
theorem chord_error (ha : 0 < a) (hab : a < b) (hq : 0 < q) (hp : 0 < p) :
    ∃ K : ℝ, 0 < K ∧
      chord a b (fun x => asymKernel x p) q - asymKernel q p = (q - a) * (b - q) * K := by
  have hb : 0 < b := ha.trans hab
  have hba : 0 < b - a := sub_pos.2 hab
  -- convexity follows by multiplying two elementary inequalities and `a < b`
  have h1 : a * (b + q) < b * (q + a) := by nlinarith [mul_pos hq hba]
  have h2 : (a ^ 2 + p ^ 2) * (b ^ 2 + q ^ 2 + p ^ 2)
      < (b ^ 2 + p ^ 2) * (q ^ 2 + a ^ 2 + p ^ 2) := by
    have h : 0 < q ^ 2 * ((b - a) * (b + a)) :=
      mul_pos (by positivity) (mul_pos hba (by positivity))
    nlinarith [h]
  have h3 := mul_lt_mul'' hab h2 ha.le (by positivity)
  have h4 := mul_lt_mul'' h1 h3 (by positivity) (by positivity)
  refine ⟨(b * (q + a) * (b * ((b ^ 2 + p ^ 2) * (q ^ 2 + a ^ 2 + p ^ 2)))
      - a * (b + q) * (a * ((a ^ 2 + p ^ 2) * (b ^ 2 + q ^ 2 + p ^ 2))))
      / ((b - a) * (p ^ 2 * (a ^ 2 * (a ^ 2 + p ^ 2)) * (b ^ 2 * (b ^ 2 + p ^ 2))
        * (q ^ 2 * (q ^ 2 + p ^ 2)))),
    div_pos (sub_pos.2 h4) (mul_pos hba (by positivity)), ?_⟩
  have e0 : b - a ≠ 0 := hba.ne'
  have e1 : a ^ 2 + p ^ 2 ≠ 0 := by positivity
  have e2 : b ^ 2 + p ^ 2 ≠ 0 := by positivity
  have e3 : q ^ 2 + p ^ 2 ≠ 0 := by positivity
  unfold chord asymKernel
  field_simp
  ring

/-- Bilinear interpolation is linear interpolation in `q` of linear interpolations in `p`,
on a cell with `a ≠ b` and `c ≠ d`. -/
theorem bilinear_eq_chord (G : ℝ → ℝ → ℝ) (hab : a ≠ b) (hcd : c ≠ d) :
    bilinear G a b c d q p = chord a b (fun x => chord c d (G x) p) q := by
  have h1 : b - a ≠ 0 := sub_ne_zero.2 hab.symm
  have h2 : d - c ≠ 0 := sub_ne_zero.2 hcd.symm
  unfold bilinear chord
  field_simp
  ring

/-- On a cell with `0 < a < b` and `0 < c < d`, interpolating the kernel in `p` as well as in `q`
does not lower the value obtained by interpolating in `q` alone. -/
theorem chord_le_bilinear (ha : 0 < a) (hab : a < b) (hc : 0 < c) (hcd : c < d)
    (hq : q ∈ Set.Icc a b) (hp : p ∈ Set.Icc c d) :
    chord a b (fun x => asymKernel x p) q ≤ bilinear asymKernel a b c d q p := by
  have key : ∀ x, 0 < x → asymKernel x p ≤ chord c d (asymKernel x) p := by
    intro x hx
    obtain ⟨K, hK, h⟩ := chord_error hc hcd (hc.trans_le hp.1) hx
    have hpos := mul_nonneg (mul_nonneg (sub_nonneg.2 hp.1) (sub_nonneg.2 hp.2)) hK.le
    rw [show asymKernel x = fun y => asymKernel y x from funext (asymKernel_symm x)]
    change asymKernel p x ≤ _
    linarith
  rw [bilinear_eq_chord _ hab.ne hcd.ne]
  exact div_le_div_of_nonneg_right
    (add_le_add (mul_le_mul_of_nonneg_left (key a ha) (sub_nonneg.2 hq.2))
      (mul_le_mul_of_nonneg_left (key b (ha.trans hab)) (sub_nonneg.2 hq.1)))
    (sub_pos.2 hab).le

/-- On every cell `[a, b] × [c, d]` with `0 < a < b` and `0 < c < d`, the bilinear interpolant
is at least the asymptotic kernel. -/
theorem asymKernel_le_bilinear (ha : 0 < a) (hab : a < b) (hc : 0 < c) (hcd : c < d)
    (hq : q ∈ Set.Icc a b) (hp : p ∈ Set.Icc c d) :
    asymKernel q p ≤ bilinear asymKernel a b c d q p := by
  obtain ⟨K, hK, h⟩ := chord_error ha hab (ha.trans_le hq.1) (hc.trans_le hp.1)
  have hpos := mul_nonneg (mul_nonneg (sub_nonneg.2 hq.1) (sub_nonneg.2 hq.2)) hK.le
  linarith [chord_le_bilinear ha hab hc hcd hq hp]

/-- On a cell with `0 < a < b` and `0 < c < d`, the bilinear interpolant equals the asymptotic
kernel at the four corners and nowhere else. -/
theorem asymKernel_eq_bilinear_iff (ha : 0 < a) (hab : a < b) (hc : 0 < c) (hcd : c < d)
    (hq : q ∈ Set.Icc a b) (hp : p ∈ Set.Icc c d) :
    asymKernel q p = bilinear asymKernel a b c d q p ↔ (q = a ∨ q = b) ∧ (p = c ∨ p = d) := by
  -- equality forces the first argument onto a node
  have node : ∀ {a b c d q p : ℝ}, 0 < a → a < b → 0 < c → c < d → q ∈ Set.Icc a b →
      p ∈ Set.Icc c d → asymKernel q p = bilinear asymKernel a b c d q p → q = a ∨ q = b := by
    intro a b c d q p ha hab hc hcd hq hp heq
    obtain ⟨K, hK, h⟩ := chord_error ha hab (ha.trans_le hq.1) (hc.trans_le hp.1)
    by_contra hne
    rw [not_or] at hne
    have h1 : 0 < q - a := sub_pos.2 (lt_of_le_of_ne hq.1 (Ne.symm hne.1))
    have h2 : 0 < b - q := sub_pos.2 (lt_of_le_of_ne hq.2 hne.2)
    have hpos := mul_pos (mul_pos h1 h2) hK
    linarith [chord_le_bilinear ha hab hc hcd hq hp]
  constructor
  · intro h
    refine ⟨node ha hab hc hcd hq hp h, node hc hcd ha hab hp hq ?_⟩
    -- exchange the two wave numbers, together with their intervals
    rw [asymKernel_symm p q, h]
    simp only [bilinear, asymKernel_symm c a, asymKernel_symm d a, asymKernel_symm c b,
      asymKernel_symm d b]
    ring
  · intro h
    rw [bilinear, eq_div_iff (mul_ne_zero (sub_pos.2 hab).ne' (sub_pos.2 hcd).ne')]
    rcases h with ⟨rfl | rfl, rfl | rfl⟩ <;> ring

/-- Dispersion energy `-C ∑ n m K / R⁶` between two fragments of points with electron numbers
`n` and `m`, nonzero separations `R` and kernel values `K`. -/
def pairEnergy {ι κ : Type*} [Fintype ι] [Fintype κ] (C : ℝ) (n : ι → ℝ) (m : κ → ℝ)
    (R K : ι → κ → ℝ) : ℝ :=
  -(C * ∑ i, ∑ j, n i * m j * K i j / R i j ^ 6)

/-- On a positive, strictly increasing `q` mesh `x` whose cells `k i`, `l j` contain the local
`q i`, `p j`, linear interpolation never raises the asymptotic dispersion energy, for `C > 0`,
non-negative electron numbers and positive separations. It lowers the energy strictly if some pair
of points with positive electron numbers does not have both wave numbers on mesh nodes. -/
theorem mesh_overbinds {ι κ : Type*} [Fintype ι] [Fintype κ] {M : ℕ}
    {x : Fin (M + 1) → ℝ} (hx : StrictMono x) (hx0 : ∀ s, 0 < x s)
    {C : ℝ} (hC : 0 < C) {n : ι → ℝ} {m : κ → ℝ} (hn : ∀ i, 0 ≤ n i) (hm : ∀ j, 0 ≤ m j)
    {R : ι → κ → ℝ} (hR : ∀ i j, 0 < R i j) {q : ι → ℝ} {p : κ → ℝ}
    {k : ι → Fin M} {l : κ → Fin M}
    (hq : ∀ i, q i ∈ Set.Icc (x (k i).castSucc) (x (k i).succ))
    (hp : ∀ j, p j ∈ Set.Icc (x (l j).castSucc) (x (l j).succ)) :
    let exact := pairEnergy C n m R (fun i j => asymKernel (q i) (p j))
    let mesh := pairEnergy C n m R (fun i j => bilinear asymKernel
      (x (k i).castSucc) (x (k i).succ) (x (l j).castSucc) (x (l j).succ) (q i) (p j))
    mesh ≤ exact ∧
      ((∃ i j, 0 < n i ∧ 0 < m j ∧ ¬ ((q i = x (k i).castSucc ∨ q i = x (k i).succ) ∧
        (p j = x (l j).castSucc ∨ p j = x (l j).succ))) → mesh < exact) := by
  have hcell : ∀ s : Fin M, x s.castSucc < x s.succ := fun s => hx (by simp [Fin.lt_def])
  have hK := fun i j => asymKernel_le_bilinear (hx0 _) (hcell (k i)) (hx0 _) (hcell (l j))
    (hq i) (hp j)
  -- each pair contributes at least its exact attraction
  have ht := fun i j => div_le_div_of_nonneg_right
    (mul_le_mul_of_nonneg_left (hK i j) (mul_nonneg (hn i) (hm j))) (pow_pos (hR i j) 6).le
  refine ⟨neg_le_neg (mul_le_mul_of_nonneg_left
    (sum_le_sum fun i _ => sum_le_sum fun j _ => ht i j) hC.le), ?_⟩
  rintro ⟨i, j, hi, hj, hne⟩
  have hlt := lt_of_le_of_ne (hK i j) (fun h => hne ((asymKernel_eq_bilinear_iff (hx0 _)
    (hcell (k i)) (hx0 _) (hcell (l j)) (hq i) (hp j)).1 h))
  have hs := div_lt_div_of_pos_right
    (mul_lt_mul_of_pos_left hlt (mul_pos hi hj)) (pow_pos (hR i j) 6)
  exact neg_lt_neg (mul_lt_mul_of_pos_left
    (sum_lt_sum (fun i _ => sum_le_sum fun j _ => ht i j)
      ⟨i, mem_univ i, sum_lt_sum (fun j _ => ht i j) ⟨j, mem_univ j, hs⟩⟩) hC)

end

end VdWKernelInterpolation
```

```lean
#print axioms VdWKernelInterpolation.mesh_overbinds
-- 'VdWKernelInterpolation.mesh_overbinds' depends on axioms: [propext, Classical.choice, Quot.sound]
```

## The bound on a cell and on a mesh

For $q,p>0$ the kernel `asymKernel` is

$$F(q,p)=\frac{1}{q^2p^2(q^2+p^2)} .$$

A cell is a rectangle $[a,b]\times[c,d]$ with $0<a<b$ and $0<c<d$. The definition `bilinear` gives the usual four-corner interpolant

$$B(q,p)=\frac{(b-q)(d-p)F(a,c)+(b-q)(p-c)F(a,d)+(q-a)(d-p)F(b,c)+(q-a)(p-c)F(b,d)}{(b-a)(d-c)} .$$

The theorem `asymKernel_le_bilinear` says that $F(q,p)\le B(q,p)$ at every point of the closed cell. The theorem `asymKernel_eq_bilinear_iff` says that equality holds exactly when $q\in\{a,b\}$ and $p\in\{c,d\}$, that is, at the four corners. On an edge between two corners the interpolant is already too large.

The theorem `mesh_overbinds` carries this over to an energy. The mesh has $M+1$ positive, strictly increasing nodes $x_0<\dots<x_M$, and so $M$ cells in each variable. Points $i$ of the first fragment have wave numbers $q_i$, and points $j$ of the second have wave numbers $p_j$. The interpolated energy, called `mesh` in the statement, is at most the uninterpolated energy, called `exact`. It is strictly lower as soon as there is one pair of points with positive electron numbers for which $q_i$ and $p_j$ are not both on nodes.

## What the symbols stand for

In vdW-DF the non-local correlation energy couples the densities at two points through a kernel that depends on their separation $R$ and on a local wave number at each point. When $R$ is large compared with both inverse wave numbers, the kernel tends to a negative constant times $F(q,p)/R^6$. Interpolation uses the kernel at the mesh nodes, so $R$ must also be large compared with the inverses of the nodes that bound the cells. In a cell whose lower node is close to zero, this condition fails at ordinary separations. The corresponding energy between two fragments is `pairEnergy`:

$$E=-C\sum_i\sum_j\frac{n_i m_j K_{ij}}{R_{ij}^6}.$$

Here $n_i\ge0$ and $m_j\ge0$ are electron numbers, for instance density times volume element on an integration grid. The constant $C>0$ collects the prefactor of the asymptotic kernel and the choice of units, and its sign says that the interaction is attractive. The matrix $K_{ij}$ is $F(q_i,p_j)$ for the exact energy and the bilinear value for the mesh energy. Each pair of one point from each fragment is counted once, and energies within a fragment are left out.

The finite types `ι` and `κ` label the points of the two fragments. The functions `k` and `l` tell which mesh cell each wave number belongs to. For a cell with index $s$, `castSucc` picks the lower node $x_s$ and `succ` the upper node $x_{s+1}$. That each wave number lies in its assigned cell is a hypothesis. For $M\ge1$ it can be met whenever the wave number lies between the first and the last node, and at a node shared by two cells either choice gives the same interpolated value.

The separations $R_{ij}$ need only be positive; they are not required to come from positions in space. The word "exact" refers to the asymptotic formula on the given points, not to the full vdW-DF kernel at short range. The wave numbers and electron numbers are the same in both energies, so any response of the density to the interpolation is left out. The interpolation is piecewise linear in each variable. Widely used vdW-DF implementations interpolate with cubic splines instead. Their weights can be negative, so they need a separate analysis.

## Convexity in one wave number

Fix $p>0$ and interpolate only in $q$. The definition `chord` gives the linear interpolant

$$L(q)=\frac{(b-q)F(a,p)+(q-a)F(b,p)}{b-a}.$$

Since $(b-q)+(q-a)=b-a$, its error is

$$L(q)-F(q,p)=\frac{(b-q)\,[F(a,p)-F(q,p)]-(q-a)\,[F(q,p)-F(b,p)]}{b-a}.$$

Write $h(x)=x^2(x^2+p^2)$, so that $F(x,p)=1/(p^2h(x))$. For any $x$ and $y$,

$$h(y)-h(x)=(y-x)(y+x)(y^2+x^2+p^2).$$

The two differences of $F$ are therefore

$$F(a,p)-F(q,p)=\frac{(q-a)(q+a)(q^2+a^2+p^2)}{p^2h(a)h(q)},$$

$$F(q,p)-F(b,p)=\frac{(b-q)(b+q)(b^2+q^2+p^2)}{p^2h(q)h(b)}.$$

Both terms of the error contain $(q-a)(b-q)$. Taking it out gives $L(q)-F(q,p)=(q-a)(b-q)K$, where the factor $K$ is not one of the kernel values $K_{ij}$ above but

$$K=\frac{b^2(b^2+p^2)(q+a)(q^2+a^2+p^2)-a^2(a^2+p^2)(b+q)(b^2+q^2+p^2)}{(b-a)\,p^2\,h(a)h(b)h(q)} .$$

The denominator is positive. The numerator is positive because of two elementary inequalities:

$$b(q+a)-a(b+q)=q(b-a)>0,$$

$$(b^2+p^2)(q^2+a^2+p^2)-(a^2+p^2)(b^2+q^2+p^2)=q^2(b^2-a^2)>0.$$

All the quantities compared are positive, so the inequalities can be multiplied with each other and with $a<b$. This gives exactly the required order of the two terms in the numerator, and hence $K>0$.

The theorem `chord_error` follows these steps. Its `h1` and `h2` are the two inequalities, `h3` multiplies the second by $a<b$, and `h4` multiplies the result by the first. The explicit $K$ is then supplied, and `field_simp` followed by `ring` verifies the error identity. The theorem holds for every positive $q$. Outside $[a,b]$ the factor $(q-a)(b-q)$ is negative, so linear extrapolation in $q$ underestimates the kernel. The two-variable bound therefore fails, for example, when $p$ is on a node and $q$ lies outside its cell.

## From one wave number to two

Bilinear interpolation can be done in two stages: first in $p$ on the two edges $q=a$ and $q=b$, then in $q$ between the results. This is `bilinear_eq_chord`. By the exchange symmetry $F(q,p)=F(p,q)$, proved in `asymKernel_symm`, the one-variable bound also holds for interpolation in $p$. Thus $F(a,p)$ and $F(b,p)$ are no larger than their interpolated values. The weights $(b-q)/(b-a)$ and $(q-a)/(b-a)$ are non-negative in the cell, so

$$F(q,p)\le L(q)\le B(q,p).$$

The second inequality is `chord_le_bilinear`, where the auxiliary statement `key` is the bound in $p$. The first comes from `chord_error`, and `asymKernel_le_bilinear` joins the two.

Now suppose that $F(q,p)=B(q,p)$. If $q$ were strictly between $a$ and $b$, then $(q-a)(b-q)K$ would be positive and the first inequality would be strict, which contradicts the equality. So $q$ is $a$ or $b$. This is the auxiliary statement `node` in `asymKernel_eq_bilinear_iff`. Exchanging the two variables, together with their intervals, leaves both $F$ and $B$ unchanged, so the same statement puts $p$ at $c$ or $d$. Conversely, at a corner three of the four weights vanish and the remaining one is $1$, so the interpolant returns the tabulated value. The proof checks the four corners with `rcases` and `ring`.

## Summing over pairs of points

For each pair, multiplying the kernel inequality by $n_im_j\ge0$ and dividing by $R_{ij}^6>0$ gives

$$\frac{n_im_jF(q_i,p_j)}{R_{ij}^6}\le\frac{n_im_jB_{ij}}{R_{ij}^6},$$

where $B_{ij}$ is the interpolant on the cell assigned to the pair. These are the inequalities `ht` in `mesh_overbinds`. Summing them and multiplying by $C>0$ keeps the order, and the minus sign in the energy reverses it. Every error therefore has the same sign, and errors from different pairs cannot cancel.

If one pair has positive electron numbers and its two wave numbers are not both on nodes, the corner criterion makes its kernel inequality strict. Its term in the sum is then strictly larger on the mesh, while no other term is smaller. The two uses of `sum_lt_sum`, one for each sum, turn this into a strict inequality for the energy.

## One pair on a single mesh cell

The smallest mesh that can hold a wave number has $M=1$: two nodes and one cell in each variable. Take nodes $1$ and $2$ in some unit of wave number, and one point in each fragment with $q=p=3/2$. The exact kernel value is

$$F\left(\tfrac32,\tfrac32\right)=\frac{1}{2\,(3/2)^6}\approx0.0439 .$$

At the centre of the cell the interpolant is the mean of the corner values:

$$B=\frac14\left(\frac12+\frac1{20}+\frac1{20}+\frac1{128}\right)\approx0.1520 .$$

The attraction on this mesh is about $3.5$ times too strong. Most of the excess comes from the corner $(1,1)$, because the kernel rises steeply towards small wave numbers. Adding a mesh node at $3/2$ removes the error for this pair completely. For a pair with only one of its two wave numbers on a node, an error remains.
